# Closed-form surface-plasmon frequency for a hydrodynamic electron fluid at a hard wall

A root-finder applied to the matching conditions of a surface plasmon can converge cleanly to a solution with no field in it. Take an electron fluid with plasma frequency wp and pressure velocity b that fills a metal half-space next to vacuum, neglect retardation and damping, and look for a wave of frequency w and wavenumber q along the surface whose charge decays into the metal as e^(−Kz). For exponential profiles, the fluid equation in the metal and the conditions at a hard wall give two equations for w and K:

b²(K² − q²) = wp² − w²

2K w² = wp²(K + q)

The pair w = wp, K = q satisfies both at every q. A solver that lands there reports a flat branch at the plasma frequency with a residual of zero, although the corresponding exponential profiles vanish identically.

## The single charged branch

For positive b, q, wp, w and K with K ≠ q, the two relations leave only one possibility:

w = (bq + √(2wp² + b²q²))/2

K = w/b − q

This K is always positive. It equals q only when wp = 2bq, so at every other wavenumber q > 0 there is exactly one charged mode with exponential profiles. The frequency formula increases strictly for q ≥ 0 and starts from wp/√2 with slope b/2.

## A reference curve for flat-surface solvers

The formula is a test case for a linearised hydrodynamic solver, provided that the solver is run on the same model: a metal half-space behind a flat hard wall, vacuum outside, a uniform background, no damping and no retardation. A computed dispersion curve can be compared with w at each q, and the computed charge profile with the decay rate K. If the code solves the two relations numerically, it should either combine them as shown below and divide out the factor K − q, or reject roots with K = q whenever wp ≠ 2bq.

## From the fluid equations to the dispersion

The metal fills z > 0 and vacuum fills z < 0. All fields vary as e^(i(qx − wt)) along the surface. Let φ and ψ be the potentials in metal and vacuum, and ρ the perturbation of the electron density, in units where Poisson's equation in the metal reads φ'' − q²φ = ρ. In the vacuum there is no charge, so ψ'' − q²ψ = 0. With j the electron current, the linearised continuity and Euler equations are

∂ρ/∂t = −∇·j

∂j/∂t = wp²∇φ − b²∇ρ

The constant b measures how strongly the fluid's pressure resists compression. Taking the divergence of the second equation and using the first together with Poisson's equation gives

b²(ρ'' − q²ρ) = (wp² − w²)ρ

At the hard wall no electrons cross the surface, so the normal current is zero there and the normal forces cancel: wp²φ'(0) = b²ρ'(0). The potential and its slope are continuous.

Now insert the profiles

φ = A e^(−qz) + B e^(−Kz), ψ = C e^(qz), ρ = R e^(−Kz), with R ≠ 0.

The fluid equation gives the first relation. Poisson's equation gives R = (K² − q²)B, so R ≠ 0 requires both B ≠ 0 and K ≠ q. Continuity gives

A + B = C

−qA − KB = qC

and therefore 2qA = −(K + q)B. The slope at the surface is then φ'(0) = (q − K)B/2, and the wall condition becomes

wp²(q − K)B/2 = −b²K(K² − q²)B

Cancel B and replace b²(K² − q²) by wp² − w²:

wp²(K − q) = 2K(wp² − w²)

This rearranges to the second relation.

To solve the pair, multiply the first relation by K + q and subtract the second. The terms in wp² cancel, leaving

(K − q)(b²(K + q)² − w²) = 0

Since K ≠ q and all quantities are positive, w = b(K + q), which is K = w/b − q. Putting this into the second relation gives wp² = 2b²K(K + q), so that

2wp² + b²q² = b²(2K + q)²

The square root is b(2K + q). Adding bq and halving gives b(K + q) = w, which is the closed form.

Conversely, the closed form satisfies 2w² − 2bqw = wp². With bK = w − bq,

b²(K² − q²) = w² − 2bqw = wp² − w²

2bK w² = w(2w² − 2bqw) = w wp² = b(K + q)wp²

so both relations hold. K is positive because √(2wp² + b²q²) > bq.

If K = q, then w = 2bq, and the quadratic gives wp² = 4b²q². If wp = 2bq, the quadratic factorises as (w − 2bq)(w + bq) = 0, so w = 2bq and K = q. The exceptional point is therefore exactly wp = 2bq.

Finally, for b > 0 both bq and the square root are non-decreasing on q ≥ 0, the first strictly, so w increases strictly. At q = 0 the square root has zero slope when wp > 0, which leaves b/2.

## The Lean file

```lean
import Mathlib

namespace HardWallHydrodynamics

noncomputable section

/-- Equations of a surface mode of frequency `w` and wavenumber `q` along the surface, for an
electron fluid in `z > 0` with pressure velocity `b` and plasma frequency `wp`. Here `φ` and `ψ` are
the potentials in metal and vacuum, and `ρ` is the perturbation of the electron density, in units
that make Poisson's equation read `φ'' - q² φ = ρ`. -/
structure IsSurfaceMode (b q wp w : ℝ) (φ ψ ρ : ℝ → ℝ) : Prop where
  /-- Poisson's equation in the metal. -/
  poisson : ∀ z, 0 < z → deriv (deriv φ) z - q ^ 2 * φ z = ρ z
  /-- Laplace's equation in the vacuum. -/
  laplace : ∀ z, z < 0 → deriv (deriv ψ) z - q ^ 2 * ψ z = 0
  /-- Linearised continuity, Euler and Poisson equations combined. -/
  fluid : ∀ z, 0 < z → b ^ 2 * (deriv (deriv ρ) z - q ^ 2 * ρ z) = (wp ^ 2 - w ^ 2) * ρ z
  /-- The potential is continuous at the surface. -/
  potential : φ 0 = ψ 0
  /-- The normal electric field is continuous at the surface. -/
  field : deriv φ 0 = deriv ψ 0
  /-- Hard wall: electric and pressure forces along the normal cancel at the surface. -/
  wall : wp ^ 2 * deriv φ 0 = b ^ 2 * deriv ρ 0

/-- The hard-wall surface-plasmon frequency as a function of the wavenumber `q`. -/
def surfaceFreq (b wp q : ℝ) : ℝ :=
  (b * q + Real.sqrt (2 * wp ^ 2 + b ^ 2 * q ^ 2)) / 2

/-- Differentiating an exponential profile multiplies its amplitude by the rate. -/
theorem deriv_profile (A k : ℝ) :
    deriv (fun z : ℝ => A * Real.exp (k * z)) = fun z => (k * A) * Real.exp (k * z) := by
  funext z
  have h := (((hasDerivAt_id' z).const_mul k).exp).const_mul A
  rw [h.deriv]
  ring

/-- Differentiating a sum of two exponential profiles multiplies each amplitude by its rate. -/
theorem deriv_two_profiles (A k B l : ℝ) :
    deriv (fun z : ℝ => A * Real.exp (k * z) + B * Real.exp (l * z)) =
      fun z => (k * A) * Real.exp (k * z) + (l * B) * Real.exp (l * z) := by
  funext z
  have h := ((((hasDerivAt_id' z).const_mul k).exp).const_mul A).fun_add
    ((((hasDerivAt_id' z).const_mul l).exp).const_mul B)
  rw [h.deriv]
  ring

/-- For `q, K > 0`, exponential profiles with nonzero charge solve the surface-mode equations
for some amplitudes exactly when `K ≠ q` and the bulk and wall relations hold. -/
theorem exists_mode_iff_relations {b q wp w K : ℝ} (hq : 0 < q) (hK : 0 < K) :
    (∃ A B C R : ℝ, R ≠ 0 ∧ IsSurfaceMode b q wp w
      (fun z => A * Real.exp (-q * z) + B * Real.exp (-K * z))
      (fun z => C * Real.exp (q * z)) (fun z => R * Real.exp (-K * z))) ↔
    K ≠ q ∧ b ^ 2 * (K ^ 2 - q ^ 2) = wp ^ 2 - w ^ 2 ∧
      2 * K * w ^ 2 = wp ^ 2 * (K + q) := by
  constructor
  · rintro ⟨A, B, C, R, hR, h⟩
    have hE : Real.exp (-K * 1) ≠ 0 := (Real.exp_pos _).ne'
    have hp := h.poisson 1 one_pos
    have hf := h.fluid 1 one_pos
    have h1 := h.potential
    have h2 := h.field
    have h3 := h.wall
    simp only [deriv_two_profiles] at hp
    simp only [deriv_profile] at hf
    simp only [mul_zero, Real.exp_zero, mul_one] at h1
    simp only [deriv_two_profiles, deriv_profile, mul_zero, Real.exp_zero, mul_one] at h2 h3
    -- Poisson's equation ties the charge to the second exponential
    have h4 : (K ^ 2 - q ^ 2) * B = R := mul_right_cancel₀ hE (by linear_combination hp)
    have h5 : b ^ 2 * (K ^ 2 - q ^ 2) = wp ^ 2 - w ^ 2 :=
      mul_right_cancel₀ (mul_ne_zero hR hE) (by linear_combination hf)
    have hB : B ≠ 0 := by
      rintro rfl
      exact hR (by linear_combination -h4)
    refine ⟨?_, h5, mul_left_cancel₀ hB ?_⟩
    · rintro rfl
      exact hR (by linear_combination -h4)
    · linear_combination -2 * h3 - 2 * b ^ 2 * K * h4 + 2 * K * B * h5 + wp ^ 2 * h2
        - wp ^ 2 * q * h1
  · rintro ⟨hne, h1, h2⟩
    refine ⟨-(K + q), 2 * q, q - K, (K ^ 2 - q ^ 2) * (2 * q), ?_, ?_⟩
    · have hfac : K ^ 2 - q ^ 2 = (K - q) * (K + q) := by ring
      rw [hfac]
      exact mul_ne_zero (mul_ne_zero (sub_ne_zero.mpr hne) (by positivity)) (by positivity)
    · constructor
      · intro z _
        simp only [deriv_two_profiles]
        ring
      · intro z _
        simp only [deriv_profile]
        ring
      · intro z _
        simp only [deriv_profile]
        linear_combination (K ^ 2 - q ^ 2) * (2 * q) * Real.exp (-K * z) * h1
      · simp only [mul_zero, Real.exp_zero, mul_one]
        ring
      · simp only [deriv_two_profiles, deriv_profile, mul_zero, Real.exp_zero, mul_one]
        ring
      · simp only [deriv_two_profiles, deriv_profile, mul_zero, Real.exp_zero, mul_one]
        linear_combination 2 * q * K * h1 - q * h2

/-- For positive `b, q, w, K` with `K ≠ q`, the bulk and wall relations force the frequency
`surfaceFreq b wp q` and the decay rate `K = w / b - q`. -/
theorem relations_force {b q wp w K : ℝ} (hb : 0 < b) (hq : 0 < q) (hw : 0 < w) (hK : 0 < K)
    (hne : K ≠ q) (h1 : b ^ 2 * (K ^ 2 - q ^ 2) = wp ^ 2 - w ^ 2)
    (h2 : 2 * K * w ^ 2 = wp ^ 2 * (K + q)) :
    w = surfaceFreq b wp q ∧ K = w / b - q := by
  -- eliminating the plasma frequency leaves a common factor K - q
  have hsq : (b * (K + q)) ^ 2 = w ^ 2 :=
    mul_left_cancel₀ (sub_ne_zero.mpr hne) (by linear_combination (K + q) * h1 - h2)
  have hwK : b * (K + q) = w := (sq_eq_sq₀ (by positivity) hw.le).mp hsq
  have hKq : K + q ≠ 0 := by positivity
  have hwp : wp ^ 2 = 2 * K * b ^ 2 * (K + q) :=
    mul_right_cancel₀ hKq (by linear_combination -h2 - 2 * K * hsq)
  have hroot : 2 * wp ^ 2 + b ^ 2 * q ^ 2 = (b * (2 * K + q)) ^ 2 := by
    linear_combination 2 * hwp
  constructor
  · unfold surfaceFreq
    rw [hroot, Real.sqrt_sq (by positivity)]
    linear_combination -hwK
  · rw [← hwK, mul_div_cancel_left₀ _ hb.ne']
    ring

/-- The surface frequency `w` obeys the quadratic equation `2 w² - 2 b q w = wp²`. -/
theorem surfaceFreq_quadratic (b wp q : ℝ) :
    2 * surfaceFreq b wp q ^ 2 - 2 * b * q * surfaceFreq b wp q = wp ^ 2 := by
  have hs := Real.sq_sqrt (show 0 ≤ 2 * wp ^ 2 + b ^ 2 * q ^ 2 by positivity)
  unfold surfaceFreq
  linear_combination hs / 2

/-- For `b, wp > 0`, the surface frequency `w` gives a positive decay rate `K = w / b - q`, and
the two together satisfy the bulk and wall relations. -/
theorem surfaceFreq_solves {b wp : ℝ} (q : ℝ) (hb : 0 < b) (hwp : 0 < wp) {w K : ℝ}
    (hw : w = surfaceFreq b wp q) (hK : K = w / b - q) :
    0 < K ∧ b ^ 2 * (K ^ 2 - q ^ 2) = wp ^ 2 - w ^ 2 ∧
      2 * K * w ^ 2 = wp ^ 2 * (K + q) := by
  have hquad := surfaceFreq_quadratic b wp q
  rw [← hw] at hquad
  have hbK : b * K = w - b * q := by
    rw [hK, mul_sub, mul_div_cancel₀ w hb.ne']
  have hlt : b * q < Real.sqrt (2 * wp ^ 2 + b ^ 2 * q ^ 2) :=
    Real.lt_sqrt_of_sq_lt (by nlinarith [pow_pos hwp 2])
  have hpos : 0 < b * K := by
    rw [hbK, hw]
    unfold surfaceFreq
    linarith
  refine ⟨pos_of_mul_pos_right hpos hb.le, ?_, mul_left_cancel₀ hb.ne' ?_⟩
  · linear_combination (b * K + w - b * q) * hbK + hquad
  · linear_combination (2 * w ^ 2 - wp ^ 2) * hbK + w * hquad

/-- For positive `b, q, wp, w, K`, a surface mode with exponential profiles and nonzero charge
exists exactly when `wp ≠ 2 b q`, `w` is the surface frequency and `K = w / b - q`. -/
theorem exists_mode_iff {b q wp w K : ℝ} (hb : 0 < b) (hq : 0 < q) (hwp : 0 < wp)
    (hw : 0 < w) (hK : 0 < K) :
    (∃ A B C R : ℝ, R ≠ 0 ∧ IsSurfaceMode b q wp w
      (fun z => A * Real.exp (-q * z) + B * Real.exp (-K * z))
      (fun z => C * Real.exp (q * z)) (fun z => R * Real.exp (-K * z))) ↔
    wp ≠ 2 * b * q ∧ w = surfaceFreq b wp q ∧ K = w / b - q := by
  rw [exists_mode_iff_relations hq hK]
  constructor
  · rintro ⟨hne, h1, h2⟩
    obtain ⟨hf, hk⟩ := relations_force hb hq hw hK hne h1 h2
    refine ⟨fun hc => hne ?_, hf, hk⟩
    have hquad := surfaceFreq_quadratic b wp q
    rw [← hf, hc] at hquad
    have hbK : b * K = w - b * q := by
      rw [hk, mul_sub, mul_div_cancel₀ w hb.ne']
    -- at wp = 2 b q the quadratic equation factorises
    have hpos : w + b * q ≠ 0 := by positivity
    have hw2 : w = 2 * b * q :=
      mul_right_cancel₀ hpos (by linear_combination hquad / 2)
    exact mul_left_cancel₀ hb.ne' (by linear_combination hbK + hw2)
  · rintro ⟨hc, hf, hk⟩
    obtain ⟨-, h1, h2⟩ := surfaceFreq_solves q hb hwp hf hk
    refine ⟨fun hKq => hc ?_, h1, h2⟩
    have hbK : b * K = w - b * q := by
      rw [hk, mul_sub, mul_div_cancel₀ w hb.ne']
    rw [hKq] at h1 hbK
    exact (sq_eq_sq₀ hwp.le (by positivity)).mp
      (by linear_combination -h1 - (w + 2 * b * q) * hbK)

/-- For `b > 0` the surface frequency increases strictly with the wavenumber `q ≥ 0`. -/
theorem surfaceFreq_strictMonoOn {b : ℝ} (wp : ℝ) (hb : 0 < b) :
    StrictMonoOn (surfaceFreq b wp) (Set.Ici 0) := by
  intro x hx y _ hxy
  have hx0 : 0 ≤ x := hx
  have h1 : b * x < b * y := mul_lt_mul_of_pos_left hxy hb
  have h2 : Real.sqrt (2 * wp ^ 2 + b ^ 2 * x ^ 2) ≤
      Real.sqrt (2 * wp ^ 2 + b ^ 2 * y ^ 2) := by
    apply Real.sqrt_le_sqrt
    gcongr
  unfold surfaceFreq
  linarith

/-- For `wp > 0` the surface frequency has slope `b / 2` at `q = 0`. -/
theorem surfaceFreq_initial_slope (b : ℝ) {wp : ℝ} (hwp : 0 < wp) :
    HasDerivAt (surfaceFreq b wp) (b / 2) 0 := by
  have h1 : HasDerivAt (fun q : ℝ => 2 * wp ^ 2 + b ^ 2 * q ^ 2) 0 0 :=
    (((hasDerivAt_pow 2 (0 : ℝ)).const_mul (b ^ 2)).const_add (2 * wp ^ 2)).congr_deriv
      (by simp)
  have h2 := h1.sqrt (by positivity)
  have h3 := (((hasDerivAt_id' (0 : ℝ)).const_mul b).fun_add h2).div_const 2
  show HasDerivAt (fun q : ℝ => (b * q + Real.sqrt (2 * wp ^ 2 + b ^ 2 * q ^ 2)) / 2) (b / 2) 0
  exact h3.congr_deriv (by simp)

end

end HardWallHydrodynamics
```

```lean
#print axioms HardWallHydrodynamics.surfaceFreq_solves
#print axioms HardWallHydrodynamics.exists_mode_iff
#print axioms HardWallHydrodynamics.surfaceFreq_strictMonoOn
#print axioms HardWallHydrodynamics.surfaceFreq_initial_slope
```

```
'HardWallHydrodynamics.surfaceFreq_solves' depends on axioms: [propext, Classical.choice, Quot.sound]
'HardWallHydrodynamics.exists_mode_iff' depends on axioms: [propext, Classical.choice, Quot.sound]
'HardWallHydrodynamics.surfaceFreq_strictMonoOn' depends on axioms: [propext, Classical.choice, Quot.sound]
'HardWallHydrodynamics.surfaceFreq_initial_slope' depends on axioms: [propext, Classical.choice, Quot.sound]
```

## What the mode theorem says, and for which model

`IsSurfaceMode b q wp w φ ψ ρ` collects the six conditions above for real functions of z: `poisson` and `fluid` for z > 0, `laplace` for z < 0, and `potential`, `field` and `wall` at z = 0. The factor e^(i(qx − wt)) has already been removed. The combined fluid equation and the wall condition are the starting point in Lean; their derivation from the continuity and Euler equations is the physics given above.

The main theorem, `exists_mode_iff`, takes positive `b`, `q`, `wp`, `w` and `K`. It states that amplitudes `A`, `B`, `C`, `R` with `R ≠ 0` exist for the exponential profiles if and only if `wp ≠ 2 * b * q`, `w = surfaceFreq b wp q` and `K = w / b - q`. The condition `R ≠ 0` is what removes the spurious root. Decay away from the surface is built into the profiles through the signs of `q` and `K`.

The theorem classifies modes of this exponential form, not every solution of the differential equations. At wp = 2bq it rules out a charged mode of that form only: a direct calculation, separate from the Lean proof, finds a mode there at the same frequency, with a term z e^(−qz) in the potential.

The model leaves out retardation, damping, electron spill-out, a dielectric outside the metal and polarisable bound electrons. A code that includes any of these should not be expected to reproduce the formula: a dielectric outside the metal already changes the limit wp/√2, and spill-out can make the initial slope negative. The theorems concern real numbers, so they give no bound on discretisation or rounding error.

## How the Lean proof is organised

`deriv_profile` and `deriv_two_profiles` differentiate the exponentials. `exists_mode_iff_relations` then turns the differential problem into algebra. In the forward direction it evaluates the two metal equations at z = 1 and cancels the nonzero exponential; `h4` is R = (K² − q²)B, and a `linear_combination` of the surface conditions with `h4` and the first relation, `h5`, yields the second relation multiplied by B. In the reverse direction it supplies explicit amplitudes:

A = −(K + q), B = 2q, C = q − K, R = 2q(K² − q²)

and checks all six conditions.

`relations_force` carries out the elimination. Its `hsq` is the equation left after cancelling K − q, `hwK` takes the positive root, and `hroot` is the perfect square under the root. `surfaceFreq_quadratic` proves the quadratic equation, and `surfaceFreq_solves` uses it for the converse, including K > 0. `exists_mode_iff` combines these results and shows in each direction that K = q corresponds to wp = 2bq.

The last two theorems concern the formula as a function of q. `surfaceFreq_strictMonoOn` adds the strict inequality for bq to the weak one for the square root. `surfaceFreq_initial_slope` applies the chain rule at q = 0, where wp > 0 keeps the argument of the root positive. The mode theorem itself requires q > 0, so the value and slope at q = 0 describe the long-wavelength limit of this unretarded model.
